# Second- and fourth-moment bounds on a Hubbard mean-field energy

Consider the half-filled Hubbard model with on-site term U n↑n↓ and translation-invariant hopping only between the two sublattices of a bipartite lattice. In Néel mean-field theory with gap parameter D, the energy per site is D²/U + U/4 minus the band average of √(e² + D²), where e is the hopping energy. The file takes this formula as a definition for any finite set of real levels e with nonnegative weights that sum to one.

For U > 0, `superexchange_bounds` states that this energy is at least −m₂/U for every real D, and that at D = U/2 it is at most −m₂/U + m₄/U³. Here m₂ and m₄ are the weighted averages of e² and e⁴. The attempt bounds √(e² + D²) at each level, from above by a quadratic in e for the first claim and from below by a quartic for the second. It then averages these inequalities with `avg_mono` and rewrites the polynomial averages as moments with `avg_even`.

In Lean, a first try:

```lean
import Mathlib

open Finset

namespace SuperexchangeBounds

noncomputable section

/-- A finite band: levels `e i` with nonnegative weights `w i` that sum to one. -/
structure Band (ι : Type*) [Fintype ι] where
  e : ι → ℝ
  w : ι → ℝ
  w_nonneg : ∀ i, 0 ≤ w i
  w_sum : ∑ i, w i = 1

variable {ι : Type*} [Fintype ι]

/-- The band average of a function of the level energy. -/
def Band.avg (B : Band ι) (f : ℝ → ℝ) : ℝ := ∑ i, B.w i * f (B.e i)

/-- The `k`-th moment of the band. -/
def Band.moment (B : Band ι) (k : ℕ) : ℝ := B.avg (fun x => x ^ k)

/-- The quasiparticle energy `√(e² + D²)`. -/
def quasi (e D : ℝ) : ℝ := √(e ^ 2 + D ^ 2)

/-- The mean-field energy per site `D²/U + U/4 - avg √(e² + D²)`, meant for `U ≠ 0`. -/
def Band.energy (B : Band ι) (U D : ℝ) : ℝ :=
  D ^ 2 / U + U / 4 - B.avg (fun x => quasi x D)

/-- The band average preserves inequalities that hold at every level. -/
theorem avg_mono (B : Band ι) {f g : ℝ → ℝ} (h : ∀ i, f (B.e i) ≤ g (B.e i)) :
    B.avg f ≤ B.avg g :=
  Finset.sum_le_sum fun i _ => mul_le_mul_of_nonneg_left (h i) (B.w_nonneg i)

/-- The average of `a e² + b e⁴ + c` is `a m₂ + b m₄ + c`. -/
theorem avg_even (B : Band ι) (a b c : ℝ) :
    B.avg (fun x => a * x ^ 2 + b * x ^ 4 + c) = a * B.moment 2 + b * B.moment 4 + c := by
  unfold Band.moment Band.avg
  calc _ = ∑ i, (a * (B.w i * B.e i ^ 2) + b * (B.w i * B.e i ^ 4) + B.w i * c) :=
        Finset.sum_congr rfl fun i _ => by ring
    _ = _ := by
        rw [sum_add_distrib, sum_add_distrib, ← mul_sum, ← mul_sum, ← sum_mul, B.w_sum, one_mul]

/-- The quasiparticle energy squares to `e² + D²` and is at least `D`. -/
theorem quasi_spec (e D : ℝ) : quasi e D ^ 2 = e ^ 2 + D ^ 2 ∧ D ≤ quasi e D :=
  ⟨Real.sq_sqrt (by positivity),
    (le_abs_self D).trans (Real.abs_le_sqrt (by nlinarith [sq_nonneg e]))⟩

/-- For `U > 0` the energy is at least `-m₂/U` for every `D`, and at `D = U/2` it is at most
`-m₂/U + m₄/U³`. -/
theorem superexchange_bounds (B : Band ι) {U : ℝ} (hU : 0 < U) :
    (∀ D, -B.moment 2 / U ≤ B.energy U D) ∧
      B.energy U (U / 2) ≤ -B.moment 2 / U + B.moment 4 / U ^ 3 := by
  constructor
  · intro D
    have pt : ∀ x, quasi x D ≤ 1 / U * x ^ 2 + 0 * x ^ 4 + (D ^ 2 / U + U / 4) := fun x => by
      have hx : x ^ 2 = quasi x D ^ 2 - D ^ 2 := by linarith [(quasi_spec x D).1]
      have h : 1 / U * x ^ 2 + 0 * x ^ 4 + (D ^ 2 / U + U / 4) - quasi x D
          = (quasi x D - U / 2) ^ 2 / U := by
        rw [hx]
        field_simp
        ring
      have h0 : 0 ≤ (quasi x D - U / 2) ^ 2 / U := by positivity
      linarith
    have h := avg_mono B (fun i => pt (B.e i))
    rw [avg_even] at h
    have h2 : -B.moment 2 / U = -(1 / U * B.moment 2) := by ring
    unfold Band.energy
    linarith
  · have pt : ∀ x, 1 / U * x ^ 2 + (-1 / U ^ 3) * x ^ 4 + U / 2 ≤ quasi x (U / 2) := fun x => by
      obtain ⟨hs, hge⟩ := quasi_spec x (U / 2)
      generalize quasi x (U / 2) = E at hs hge ⊢
      have hx : x ^ 2 = E ^ 2 - (U / 2) ^ 2 := by linarith
      have hx4 : x ^ 4 = (E ^ 2 - (U / 2) ^ 2) ^ 2 := by rw [← hx]; ring
      have h : E - (1 / U * x ^ 2 + (-1 / U ^ 3) * x ^ 4 + U / 2)
          = (E - U / 2) ^ 3 * (E + 3 * U / 2) / U ^ 3 := by
        rw [hx4, hx]
        field_simp
        ring
      have h0 : 0 ≤ (E - U / 2) ^ 3 * (E + 3 * U / 2) / U ^ 3 :=
        div_nonneg (mul_nonneg (pow_nonneg (by linarith) 3) (by linarith)) (by positivity)
      linarith
    have h := avg_mono B (fun i => pt (B.e i))
    rw [avg_even] at h
    have h2 : (U / 2) ^ 2 / U = U / 4 := by
      field_simp
      norm_num
    have h3 : -B.moment 2 / U + B.moment 4 / U ^ 3
        = -(1 / U * B.moment 2 + (-1 / U ^ 3) * B.moment 4) := by ring
    unfold Band.energy
    linarith

end

end SuperexchangeBounds
```

Compiling this gives:

```
Main.lean:66:35: error: Type mismatch
  pt (B.e i)
has type
  quasi (B.e i) D ≤ 1 / U * B.e i ^ 2 + 0 * B.e i ^ 4 + (D ^ 2 / U + U / 4)
but is expected to have type
  ?m.417 (B.e i) ≤ ?m.418 (B.e i)
Main.lean:84:35: error: Type mismatch
  pt (B.e i)
has type
  1 / U * B.e i ^ 2 + -1 / U ^ 3 * B.e i ^ 4 + U / 2 ≤ quasi (B.e i) (U / 2)
but is expected to have type
  ?m.1126 (B.e i) ≤ ?m.1127 (B.e i)
```

Both messages report the same failure, once in each half of the proof. The lemma `avg_mono` takes two implicit functions `f` and `g`, and its hypothesis concerns `f (B.e i)` and `g (B.e i)`. The calls leave Lean to find these functions from the type of `pt (B.e i)`. They appear in the messages as unknowns such as `?m.417`, applied to `B.e i`. Had the argument been just the bound variable `i`, Lean could have read off each function by abstracting over it. But `B.e i` is a compound term, and Lean does not in general solve such a problem by replacing each occurrence of `B.e i` with a new variable. It therefore reports a type mismatch, although the inequalities are the intended ones.

The diff gives `f` and `g` explicitly in both calls. Applied to `B.e i`, they reduce to the two sides of the inequality that `pt` supplies, so the types agree. The polynomial is also written in the form that the following `rw [avg_even]` expects.

The repair, with which the file compiles:

```diff
@@ -64,5 +64,6 @@
       have h0 : 0 ≤ (quasi x D - U / 2) ^ 2 / U := by positivity
       linarith
-    have h := avg_mono B (fun i => pt (B.e i))
+    have h := avg_mono B (f := fun x => quasi x D)
+      (g := fun x => 1 / U * x ^ 2 + 0 * x ^ 4 + (D ^ 2 / U + U / 4)) (fun i => pt (B.e i))
     rw [avg_even] at h
     have h2 : -B.moment 2 / U = -(1 / U * B.moment 2) := by ring
@@ -82,5 +83,6 @@
         div_nonneg (mul_nonneg (pow_nonneg (by linarith) 3) (by linarith)) (by positivity)
       linarith
-    have h := avg_mono B (fun i => pt (B.e i))
+    have h := avg_mono B (f := fun x => 1 / U * x ^ 2 + (-1 / U ^ 3) * x ^ 4 + U / 2)
+      (g := fun x => quasi x (U / 2)) (fun i => pt (B.e i))
     rw [avg_even] at h
     have h2 : (U / 2) ^ 2 / U = U / 4 := by
```
